# On a ring of N sites, the Bloch phase factors at site m with wave number coprime to N add up to an integer, a sum over the common divisors of m and N

I have a ring of $N$ identical sites with Born-von Karman boundary conditions. Its Bloch waves are labelled by $k=0,\dots,N-1$, and at site $m$ the wave $k$ has the phase factor $e^{2\pi i km/N}$. Some of these waves already fit on a smaller ring: for $N=6$, the wave $k=2$ is the wave $k=1$ of a three-site ring. So I threw those out and added the phase factors of the rest.

For $N=6$ only $k=1$ and $k=5$ remain, and the sums at $m=0,1,2,3$ are $2,1,-1,-2$. For $N=5$ the cosines are irrational, yet at $m=1$ the four surviving terms add up to $-1$. Summing over all $k$ gives $N$ or $0$, which I understand. But why do I get integers after removing an irregular subset, and is there a formula for them?

## Every wave number has one smallest ring, and Möbius inversion isolates it

There is a formula. Write $c_N(m)$ for your restricted sum, which is known as the Ramanujan sum. For $N\ge 1$ and every integer $m$,

$$c_N(m)=\sum_{\substack{0\le k<N\\ \gcd(N,k)=1}} e^{2\pi i km/N}=\sum_{d\mid\gcd(m,N)} d\,\mu(N/d).$$

Here $\mu$ is the Möbius function: $\mu(1)=1$, $\mu(n)=(-1)^r$ if $n$ is a product of $r$ distinct primes, and $\mu(n)=0$ if a square larger than 1 divides $n$. Every term on the right is an integer, hence your observation. For $N=6$, $m=2$ it gives $\mu(6)+2\mu(3)=1-2=-1$.

**Which waves survive.** The phase factor is 1 exactly when $km/N$ is an integer, that is, when $N\mid km$. Suppose $\gcd(N,k)=1$ and the phase factor returns to 1 after $d>0$ sites. Then $N\mid kd$, hence $N\mid d$ and $d\ge N$, so there is no early return. If instead $g=\gcd(N,k)>1$, take $d=N/g<N$. Then $kd=(k/g)N$, and the wave has returned early. Coprimality therefore means that the wave fits on no smaller ring; the name of the Lean theorem calls such a ring a smaller cell.

**The full sum.** Let $S_N(m)$ be the sum over all $k$ from $0$ to $N-1$. If $N\mid m$, every term is 1 and $S_N(m)=N$. Otherwise $z=e^{2\pi i m/N}$ satisfies $z\ne1$ and $z^N=1$, so

$$S_N(m)=\sum_{k=0}^{N-1}z^k=\frac{z^N-1}{z-1}=0.$$

**Sorting by smallest ring.** For each $k$ put $e=\gcd(N,k)$, $N=de$ and $k=je$. Then $k/N=j/d$ is in lowest terms, $0\le j<d$, and the phase factor is unchanged. Conversely, each divisor $d$ of $N$ and each such $j$ coprime to $d$ give back exactly one $k=je$. The uniform wave $k=0$ goes to $d=1$, $j=0$. Therefore

$$S_N(m)=\sum_{d\mid N}c_d(m).$$

**Inversion.** Apply this relation to every divisor $d$ of $N$, multiply by $\mu(N/d)$ and add:

$$\sum_{d\mid N}\mu(N/d)\,S_d(m)=\sum_{b\mid N}c_b(m)\sum_{f\mid N/b}\mu\!\left(\frac{N/b}{f}\right),\qquad d=bf.$$

The inner sum runs over all divisors of $n=N/b$. It is 1 for $n=1$. If $n$ has $r\ge1$ distinct prime factors, it is $\sum_s(-1)^s\binom rs=(1-1)^r=0$. Only $b=N$ remains, so the left side equals $c_N(m)$. Since $S_d(m)$ is $d$ when $d\mid m$ and zero otherwise, only the common divisors of $m$ and $N$ contribute, and the formula follows.

Two cases are quick to read off. If $\gcd(m,N)=1$, only $d=1$ contributes and $c_N(m)=\mu(N)$; this is your $-1$ for $N=5$. If $N\mid m$, all phase factors are 1 and $c_N(m)=\varphi(N)$, Euler's totient, which counts the surviving wave numbers.

### What the Lean definitions and theorems say

`phase N k m` is the complex number $e^{2\pi i km/N}$, not an angle. The natural number `k` is an integer label; the wave vector that textbooks often call $k$ is $2\pi k/(Na)$ for lattice constant $a$. The site `m` is any integer, negative ones included.

`ramanujanSum N m` adds these factors, without normalisation, over the elements of `range N`, that is $0,\dots,N-1$, that satisfy `N.Coprime k`. A symmetric Brillouin zone would give the same sum, because the phase factor and the coprimality of $k$ to $N$ both depend on $k$ only modulo $N$.

The main theorem, `ramanujanSum_eq`, takes `0 < N` and an arbitrary `m`. Its sum runs over the divisors of the natural number `Int.gcd m (N : ℤ)`. The quotient `N / d` is a division of natural numbers, which is exact here because $d$ divides $N$. The Möbius value is an integer, read as a complex number so that both sides have the same type.

The physical meaning of the selection is a theorem too. `coprime_iff_no_smaller_cell` says that `k` is coprime to `N` exactly when the phase factor differs from 1 at every `d` with `0 < d < N`. For $N=1$ there is no such `d`, and the uniform wave is kept, as it should be.

The theorems concern phase factors only. Bloch's theorem supplies the link to states: for non-interacting electrons in a one-dimensional periodic potential with these boundary conditions, the energy eigenstates can be chosen so that translation by $m$ cells multiplies each of them by such a factor.

In electronic structure the sum appears when k-points are sorted by the smallest mesh that contains them. For a one-dimensional, non-interacting tight-binding band $E(q)=\sum_m t_m e^{iqm}$ of finite range, with $q=2\pi k/N$ and hopping amplitudes $t_m$, the band energies at the points that occur in the $N$-point mesh containing $q=0$, but in no smaller such mesh, add up to $\sum_m t_m c_N(m)$. These need not be all the points that a refinement adds: going from 3 to 6 points adds $k=1,3,5$, but $k=3$, which is $q=\pi$, already occurs in the 2-point mesh.

```lean
import Mathlib

open Finset

namespace RamanujanLatticeSum

noncomputable section

/-- The Bloch phase `exp(2πi k m / N)` at site `m` of the wave with wave number `k`
on a ring of `N ≥ 1` sites. -/
def phase (N k : ℕ) (m : ℤ) : ℂ :=
  Complex.exp (2 * Real.pi * Complex.I * ((k : ℂ) * (m : ℂ) / (N : ℂ)))

/-- The Ramanujan sum for `N ≥ 1`: the Bloch phases at site `m`, summed over the wave numbers
`0 ≤ k < N` that are coprime to `N`. -/
def ramanujanSum (N : ℕ) (m : ℤ) : ℂ :=
  ∑ k ∈ (range N).filter (fun k => N.Coprime k), phase N k m

/-- On a ring of `N ≥ 1` sites the Bloch phase is `1` exactly when `N` divides `k m`. -/
theorem phase_eq_one_iff {N : ℕ} (hN : 0 < N) (k : ℕ) (m : ℤ) :
    phase N k m = 1 ↔ (N : ℤ) ∣ (k : ℤ) * m := by
  have hN' : (N : ℂ) ≠ 0 := Nat.cast_ne_zero.mpr hN.ne'
  unfold phase
  rw [Complex.exp_eq_one_iff]
  constructor
  · rintro ⟨n, hn⟩
    have h1 : (k : ℂ) * (m : ℂ) / (N : ℂ) = n :=
      mul_left_cancel₀ Complex.two_pi_I_ne_zero (hn.trans (mul_comm _ _))
    rw [div_eq_iff hN'] at h1
    refine ⟨n, ?_⟩
    rw [mul_comm (N : ℤ) n]
    exact_mod_cast h1
  · rintro ⟨n, hn⟩
    refine ⟨n, ?_⟩
    have h1 : (k : ℂ) * (m : ℂ) = (N : ℂ) * (n : ℂ) := by exact_mod_cast hn
    rw [h1, mul_div_cancel_left₀ _ hN', mul_comm]

/-- For `N ≥ 1`, the wave number `k` is coprime to `N` exactly when its Bloch wave does not
return to phase `1` after any number `d` of sites with `0 < d < N`. -/
theorem coprime_iff_no_smaller_cell {N : ℕ} (hN : 0 < N) (k : ℕ) :
    N.Coprime k ↔ ∀ d : ℕ, 0 < d → d < N → phase N k (d : ℤ) ≠ 1 := by
  constructor
  · intro h d hd hdN hp
    have h1 : N ∣ k * d := by
      have h2 := (phase_eq_one_iff hN k (d : ℤ)).1 hp
      exact_mod_cast h2
    exact absurd (Nat.le_of_dvd hd (h.dvd_of_dvd_mul_left h1)) (not_le_of_gt hdN)
  · intro h
    by_contra hc
    have hg : 0 < Nat.gcd N k := Nat.gcd_pos_of_pos_left k hN
    have hg1 : Nat.gcd N k ≠ 1 := hc
    have hgN : Nat.gcd N k ∣ N := Nat.gcd_dvd_left N k
    -- a common factor g of N and k gives the shorter period N / g
    refine h (N / Nat.gcd N k) (Nat.div_pos (Nat.le_of_dvd hN hgN) hg)
      (Nat.div_lt_self hN (by omega)) ?_
    rw [phase_eq_one_iff hN]
    have h1 : N ∣ k * (N / Nat.gcd N k) := by
      obtain ⟨c, hc'⟩ := Nat.gcd_dvd_right N k
      refine ⟨c, ?_⟩
      calc k * (N / Nat.gcd N k) = (Nat.gcd N k * c) * (N / Nat.gcd N k) :=
            congrArg (fun x => x * (N / Nat.gcd N k)) hc'
        _ = (Nat.gcd N k * (N / Nat.gcd N k)) * c := by ring
        _ = N * c := by rw [Nat.mul_div_cancel' hgN]
    exact_mod_cast h1

/-- For `N ≥ 1`, the Bloch phases at site `m` summed over all `N` wave numbers give `N`
if `N` divides `m`, and zero otherwise. -/
theorem sum_phase {N : ℕ} (hN : 0 < N) (m : ℤ) :
    ∑ k ∈ range N, phase N k m = if (N : ℤ) ∣ m then (N : ℂ) else 0 := by
  split_ifs with h
  · rw [Finset.sum_congr rfl
      (fun k _ => (phase_eq_one_iff hN k m).2 (Dvd.dvd.mul_left h (k : ℤ)))]
    simp
  · have hpow : ∀ k : ℕ, phase N k m = phase N 1 m ^ k := by
      intro k
      unfold phase
      rw [← Complex.exp_nat_mul]
      congr 1
      push_cast
      ring
    have hne : phase N 1 m ≠ 1 := by
      intro h1
      apply h
      simpa using (phase_eq_one_iff hN 1 m).1 h1
    have hone : phase N 1 m ^ N = 1 := by
      rw [← hpow N]
      exact (phase_eq_one_iff hN N m).2 (dvd_mul_right _ _)
    -- a geometric series whose ratio z satisfies z ≠ 1 and z ^ N = 1
    rw [Finset.sum_congr rfl (fun k _ => hpow k), geom_sum_eq hne, hone]
    simp

/-- For `N ≥ 1`, the Bloch phases at site `m` summed over all `N` wave numbers give the sum of the
Ramanujan sums of all rings whose length `d` divides `N`. -/
theorem sum_phase_eq_sum_ramanujanSum {N : ℕ} (hN : 0 < N) (m : ℤ) :
    ∑ k ∈ range N, phase N k m = ∑ d ∈ N.divisors, ramanujanSum d m := by
  have hmaps : ∀ k ∈ range N, N / Nat.gcd N k ∈ N.divisors := fun k _ =>
    Nat.mem_divisors.2 ⟨Nat.div_dvd_of_dvd (Nat.gcd_dvd_left N k), hN.ne'⟩
  -- sort the wave numbers by the denominator d of the reduced fraction k / N
  rw [← Finset.sum_fiberwise_of_maps_to hmaps]
  refine Finset.sum_congr rfl fun d hd => ?_
  obtain ⟨e, rfl⟩ := (Nat.mem_divisors.1 hd).1
  have hd0 : 0 < d := Nat.pos_of_mul_pos_right hN
  have he0 : 0 < e := Nat.pos_of_mul_pos_left hN
  symm
  unfold ramanujanSum
  refine Finset.sum_bij (fun j _ => j * e) ?_ ?_ ?_ ?_
  · intro j hj
    obtain ⟨hj1, hj2⟩ := Finset.mem_filter.1 hj
    have hg : Nat.gcd d j = 1 := hj2
    refine Finset.mem_filter.2 ⟨Finset.mem_range.2
      (Nat.mul_lt_mul_of_pos_right (Finset.mem_range.1 hj1) he0), ?_⟩
    rw [Nat.gcd_mul_right, hg, one_mul, Nat.mul_div_cancel _ he0]
  · intro a _ b _ hab
    exact Nat.eq_of_mul_eq_mul_right he0 hab
  · intro k hk
    obtain ⟨hk1, hk2⟩ := Finset.mem_filter.1 hk
    have h1 := Nat.div_mul_cancel (Nat.gcd_dvd_left (d * e) k)
    rw [hk2] at h1
    have hg : Nat.gcd (d * e) k = e := Nat.eq_of_mul_eq_mul_left hd0 h1
    have hek : e ∣ k := by
      have h2 := Nat.gcd_dvd_right (d * e) k
      rwa [hg] at h2
    obtain ⟨j, rfl⟩ := hek
    rw [mul_comm e j, Nat.gcd_mul_right] at hg
    have hc : Nat.gcd d j = 1 :=
      Nat.eq_of_mul_eq_mul_right he0 (hg.trans (one_mul e).symm)
    have hlt : j < d := by
      have h3 := Finset.mem_range.1 hk1
      by_contra hcon
      have h4 : d * e ≤ j * e := Nat.mul_le_mul_right e (not_lt.1 hcon)
      rw [mul_comm j e] at h4
      omega
    exact ⟨j, Finset.mem_filter.2 ⟨Finset.mem_range.2 hlt, hc⟩, mul_comm j e⟩
  · intro j _
    have hd' : (d : ℂ) ≠ 0 := Nat.cast_ne_zero.mpr hd0.ne'
    have he' : (e : ℂ) ≠ 0 := Nat.cast_ne_zero.mpr he0.ne'
    unfold phase
    congr 2
    push_cast
    rw [div_eq_div_iff hd' (mul_ne_zero hd' he')]
    ring

/-- For `N ≥ 1` and every integer `m`, the Ramanujan sum equals the sum of `d μ(N/d)` over the
divisors `d` of `gcd(m, N)`, with `μ` the Möbius function. -/
theorem ramanujanSum_eq {N : ℕ} (hN : 0 < N) (m : ℤ) :
    ramanujanSum N m = ∑ d ∈ (Int.gcd m (N : ℤ)).divisors,
      (d : ℂ) * ((ArithmeticFunction.moebius (N / d) : ℤ) : ℂ) := by
  -- Möbius inversion of the decomposition into smaller rings
  have inv := (ArithmeticFunction.sum_eq_iff_sum_mul_moebius_eq
    (f := fun n => ramanujanSum n m)
    (g := fun n => if (n : ℤ) ∣ m then (n : ℂ) else 0)).1
    (fun n hn => (sum_phase_eq_sum_ramanujanSum hn m).symm.trans (sum_phase hn m)) N hN
  refine inv.symm.trans ?_
  refine (Nat.sum_divisorsAntidiagonal' (f := fun a b =>
    ((ArithmeticFunction.moebius a : ℤ) : ℂ) * (if (b : ℤ) ∣ m then (b : ℂ) else 0))).trans ?_
  -- only common divisors of m and N survive
  have hdiv : (Int.gcd m (N : ℤ)).divisors =
      N.divisors.filter (fun d : ℕ => (d : ℤ) ∣ m) := by
    ext d
    simp only [Nat.mem_divisors, Finset.mem_filter]
    constructor
    · rintro ⟨h, _⟩
      have h1 : (d : ℤ) ∣ (Int.gcd m (N : ℤ) : ℤ) := Int.natCast_dvd_natCast.2 h
      exact ⟨⟨Int.natCast_dvd_natCast.1 (h1.trans (Int.gcd_dvd_right ..)), hN.ne'⟩,
        h1.trans (Int.gcd_dvd_left ..)⟩
    · rintro ⟨⟨h, _⟩, h'⟩
      refine ⟨Int.natCast_dvd_natCast.1
        (Int.dvd_coe_gcd h' (Int.natCast_dvd_natCast.2 h)), fun h0 => hN.ne' ?_⟩
      have h1 := (Int.gcd_eq_zero_iff.1 h0).2
      exact_mod_cast h1
  rw [hdiv, Finset.sum_filter]
  refine Finset.sum_congr rfl fun d _ => ?_
  change ((ArithmeticFunction.moebius (N / d) : ℤ) : ℂ) *
      (if (d : ℤ) ∣ m then (d : ℂ) else 0) =
    if (d : ℤ) ∣ m then (d : ℂ) * ((ArithmeticFunction.moebius (N / d) : ℤ) : ℂ) else 0
  split_ifs <;> ring

/-- For `N ≥ 1` and a site `m` coprime to `N`, the Ramanujan sum is the Möbius function
`μ(N)`. -/
theorem ramanujanSum_of_coprime {N : ℕ} (hN : 0 < N) {m : ℤ} (hm : Int.gcd m (N : ℤ) = 1) :
    ramanujanSum N m = ((ArithmeticFunction.moebius N : ℤ) : ℂ) := by
  rw [ramanujanSum_eq hN, hm]
  simp

/-- For `N ≥ 1` and a site `m` divisible by `N`, the Ramanujan sum is Euler's totient `φ(N)`,
the number of wave numbers `0 ≤ k < N` coprime to `N`. -/
theorem ramanujanSum_of_dvd {N : ℕ} (hN : 0 < N) {m : ℤ} (hm : (N : ℤ) ∣ m) :
    ramanujanSum N m = (N.totient : ℂ) := by
  unfold ramanujanSum
  rw [Finset.sum_congr rfl
    (fun k _ => (phase_eq_one_iff hN k m).2 (Dvd.dvd.mul_left hm (k : ℤ))),
    Nat.totient_eq_card_coprime]
  simp

end

end RamanujanLatticeSum
```

```lean
#print axioms RamanujanLatticeSum.coprime_iff_no_smaller_cell
#print axioms RamanujanLatticeSum.sum_phase_eq_sum_ramanujanSum
#print axioms RamanujanLatticeSum.ramanujanSum_of_coprime
#print axioms RamanujanLatticeSum.ramanujanSum_of_dvd
```

```
'RamanujanLatticeSum.coprime_iff_no_smaller_cell' depends on axioms: [propext, Classical.choice, Quot.sound]
'RamanujanLatticeSum.sum_phase_eq_sum_ramanujanSum' depends on axioms: [propext, Classical.choice, Quot.sound]
'RamanujanLatticeSum.ramanujanSum_of_coprime' depends on axioms: [propext, Classical.choice, Quot.sound]
'RamanujanLatticeSum.ramanujanSum_of_dvd' depends on axioms: [propext, Classical.choice, Quot.sound]
```

### From the phase criterion to the inversion

`phase_eq_one_iff` is the criterion $N\mid km$. Mathlib's `Complex.exp_eq_one_iff` says that an exponential is 1 exactly when its argument is an integer multiple of $2\pi i$. The proof cancels $2\pi i$, clears the denominator $N$, and carries the resulting equation from complex numbers back to integers.

`coprime_iff_no_smaller_cell` follows the two directions above. In the first, `h.dvd_of_dvd_mul_left` removes the coprime factor $k$ from $N\mid kd$, and the size of $d$ gives the contradiction. In the second, the early return is exhibited at `N / Nat.gcd N k`.

`sum_phase` splits on whether $N$ divides $m$. In the non-trivial case, `hpow` writes each term as a power of the $k=1$ phase factor, `hne` and `hone` are $z\ne1$ and $z^N=1$, and `geom_sum_eq` sums the series.

`sum_phase_eq_sum_ramanujanSum` does the sorting. `Finset.sum_fiberwise_of_maps_to` groups the wave numbers by the reduced denominator $N/\gcd(N,k)$. Within one group, $N$ is written as $de$, and `Finset.sum_bij` matches $j$ with $je$. Its four parts check that $je$ lands in the right group, that different $j$ give different $je$, that every $k$ in the group is reached, and that the phase factors agree.

`ramanujanSum_eq` then feeds the two evaluations of the full sum into Mathlib's Möbius inversion, `ArithmeticFunction.sum_eq_iff_sum_mul_moebius_eq`. That theorem delivers a sum over pairs with product $N$, which `Nat.sum_divisorsAntidiagonal'` turns into a sum over divisors. The step `hdiv` shows that the divisors of $\gcd(m,N)$ are exactly the divisors of $N$ that also divide $m$, so the terms with $d\nmid m$ disappear.

Of the two special cases, `ramanujanSum_of_coprime` puts $\gcd(m,N)=1$ into the main formula. `ramanujanSum_of_dvd` goes back to the definition: every term is 1, so the sum counts the coprime wave numbers.

### Coprime sites, and a version with roots of unity

The value $\mu(N)$ does not hold at every site. For $N=2$ and $m=2$ the only surviving wave is $k=1$, with phase factor $e^{2\pi i}=1$, whereas $\mu(2)=-1$. Coprimality of $m$ and $N$ is sufficient but not necessary: for $N=8$ and $m=2$ both the sum and $\mu(8)$ are zero.

The sum could also have been defined as the sum of $\zeta^m$ over the primitive $N$-th roots of unity $\zeta$, those with $\zeta^N=1$ and no smaller positive power equal to 1. The absence of an early return would then be part of the definition, and the sorting step would group roots by their order instead of reducing fractions. The link to the labels $k$ of the Bloch waves would need a separate lemma.
